# Local force balance for a real orbital on the line, and the boundary term that separates two stress densities

The stress densities below are defined from the orbital alone, and the potential enters only through a separate condition that the orbital solves the Schrödinger equation. With $\hbar=m=1$ and a real orbital $\psi$ on the line, the local stress and the gradient stress are

$$p=\tfrac12\left(\psi'^2-\psi\psi''\right),\qquad g=\psi'^2 .$$

This separates two kinds of statement. The force balance $p'=-V'\psi^2$ needs the Schrödinger equation with potential $V$. The comparison of $g$ with $p$ needs only smoothness of $\psi$. The gradient stress does not obey the force balance in general: for $V=0$ and the standing wave $\psi=\cos x$ it is $\sin^2x$, which varies although there is no force, while $p=\tfrac12$ is constant.

```lean
import Mathlib

open Finset

namespace LocalStressDensity

noncomputable section

/-- The local stress density `p = (ψ'² - ψ ψ'') / 2` of a real orbital on the line,
in units with `ħ = m = 1`. -/
def localStress (ψ : ℝ → ℝ) (x : ℝ) : ℝ :=
  ((deriv ψ x) ^ 2 - ψ x * deriv (deriv ψ) x) / 2

/-- The alternative stress density `ψ'²`, built from the gradient alone. -/
def gradientStress (ψ : ℝ → ℝ) (x : ℝ) : ℝ :=
  (deriv ψ x) ^ 2
```

In Lean an orbital is a function `ψ : ℝ → ℝ`, and `localStress ψ` and `gradientStress ψ` are again functions of position. The sign convention is that of a momentum flux: $p$ is positive for a free standing wave, like a pressure. No normalisation or decay at infinity is required.

The results matter when a stress density, in the projector augmented-wave method or elsewhere, is integrated over an atomic region: already for non-interacting real orbitals in one dimension, the regional value can depend on which density was chosen. The model has no projectors, non-local potentials or complex Bloch functions. Of the examples used below to test the hypotheses, only $\exp(\cos x)$ is treated in Lean.

## The orbital is stationary

The physical condition is that $\psi$ is an energy eigenfunction in a local potential $V$ with energy $e$:

$$-\tfrac12\psi''+V\psi=e\psi .$$

```lean
/-- The stationary Schrödinger equation `-ψ''/2 + V ψ = e ψ` at every point of the line. -/
def IsStationary (V : ℝ → ℝ) (e : ℝ) (ψ : ℝ → ℝ) : Prop :=
  ∀ x, -(deriv (deriv ψ) x) / 2 + V x * ψ x = e * ψ x
```

`IsStationary V e ψ` demands this at every point $x$. It imposes no boundary condition, so $e$ may be any real number for which the differential equation has the given solution.

By hand, the equation is used twice. The first use removes the second derivative from $p$. Multiplying the equation by $\psi$ gives $-\tfrac12\psi\psi''=(e-V)\psi^2$, and hence

$$p=\tfrac12\psi'^2+(e-V)\psi^2 .$$

```lean
/-- For a solution of the Schrödinger equation the local stress is
`ψ'²/2 + (e - V) ψ²`, without second derivatives. -/
theorem localStress_eq {V ψ : ℝ → ℝ} {e : ℝ} (hS : IsStationary V e ψ) (x : ℝ) :
    localStress ψ x = (deriv ψ x) ^ 2 / 2 + (e - V x) * ψ x ^ 2 := by
  unfold localStress
  linear_combination ψ x * hS x
```

The proof is the same multiplication: `linear_combination ψ x * hS x` says that the two sides differ by $\psi(x)$ times the Schrödinger equation at $x$.

The second use comes after differentiation:

$$p'=\psi'\psi''-V'\psi^2+2(e-V)\psi\psi'
=\psi'\left[\psi''+2(e-V)\psi\right]-V'\psi^2=-V'\psi^2 ,$$

because the bracket is zero for a stationary orbital. The right-hand side is the force density that the potential exerts on the density $\psi^2$.

Without stationarity the balance can fail. For $V=0$ and $\psi=x^2$ the local stress is $p=x^2$, whose derivative is $2x$, although there is no force.

## The potential, the orbital and its slope are differentiable

Differentiability of $V$ means that the force $-V'$ exists at every point. Differentiability of $\psi$ and $\psi'$ excludes cusps, such as the one that an attractive delta potential produces. The derivation uses all three when it differentiates the second form of $p$. A third derivative of $\psi$ is never assumed, since $\psi''$ was removed beforehand.

```lean
/-- Local force balance: if `V`, `ψ` and `ψ'` are differentiable and `ψ` solves the
Schrödinger equation, the local stress has derivative `-V' ψ²` at every point. -/
theorem force_balance {V ψ : ℝ → ℝ} {e : ℝ} (hV : Differentiable ℝ V)
    (hψ : Differentiable ℝ ψ) (hψ' : Differentiable ℝ (deriv ψ))
    (hS : IsStationary V e ψ) (x : ℝ) :
    HasDerivAt (localStress ψ) (-deriv V x * ψ x ^ 2) x := by
  -- remove the second derivative before differentiating
  have h : localStress ψ =
      fun y => deriv ψ y * deriv ψ y / 2 + (e - V y) * (ψ y * ψ y) := by
    funext y
    rw [localStress_eq hS y]
    ring
  have h0 := (hψ x).hasDerivAt
  have h1 := (hψ' x).hasDerivAt
  have hv := (hV x).hasDerivAt
  rw [h]
  refine (((h1.fun_mul h1).div_const 2).fun_add
    ((hv.const_sub e).fun_mul (h0.fun_mul h0))).congr_deriv ?_
  -- the terms without `V'` cancel by the Schrödinger equation
  linear_combination (-2 * deriv ψ x) * hS x
```

`HasDerivAt` states both that the local stress is differentiable at $x$ and that its derivative is $-V'(x)\psi(x)^2$. The proof first rewrites `localStress ψ` by the previous theorem. The hypotheses `hV`, `hψ` and `hψ'` then supply the derivatives `hv`, `h0` and `h1`, which the product rule combines. The last line subtracts the Schrödinger equation multiplied by $2\psi'$, which is the vanishing of the bracket above.

Continuity of $V$ would not be enough. For $V=|x|$ and a solution with $\psi(0)\neq0$, the slope of $p$ at the origin is $\psi(0)^2$ from the left and $-\psi(0)^2$ from the right.

Continuity of $\psi$ would not be enough either. Lean's `deriv` returns zero where no derivative exists, so $\psi=|x|$ formally satisfies `IsStationary` with $V=0$ and $e=0$, while its local stress is $\tfrac12$ away from the origin and $0$ at the origin.

## The force is continuous when it is integrated

To find the force on the part of the density between $a$ and $b$, one integrates the balance:

$$\int_a^b(-V'\psi^2)\,dx=p(b)-p(a).$$

The force on a region is thus fixed by the local stress at its two ends.

```lean
/-- The force `-∫ V' ψ²` on the density between `a` and `b` is the difference of the local
stress at the two ends, for a stationary `ψ` with `ψ`, `ψ'` differentiable and `V`
continuously differentiable. -/
theorem regional_force {V ψ : ℝ → ℝ} {e : ℝ} (hV : Differentiable ℝ V)
    (hV' : Continuous (deriv V)) (hψ : Differentiable ℝ ψ)
    (hψ' : Differentiable ℝ (deriv ψ)) (hS : IsStationary V e ψ) (a b : ℝ) :
    ∫ x in a..b, -deriv V x * ψ x ^ 2 = localStress ψ b - localStress ψ a := by
  have hc : Continuous (fun x => -deriv V x * ψ x ^ 2) :=
    hV'.neg.mul (hψ.continuous.pow 2)
  exact intervalIntegral.integral_eq_sub_of_hasDerivAt
    (fun x _ => force_balance hV hψ hψ' hS x) (hc.intervalIntegrable a b)
```

The added hypothesis `hV'` says that $V'$ is continuous. It makes the integrand continuous, hence integrable, and the fundamental theorem of calculus then applies to `force_balance`. Integrability of $V'\psi^2$ on the interval would suffice. Differentiability of $V$ alone does not ensure it: for $V=x^2\sin(1/x^2)$ with $V(0)=0$, the derivative is not absolutely integrable near the origin, and neither is $V'\psi^2$ if $\psi(0)\neq0$.

## All orbitals share one potential

For several orbitals $\psi_i$ with energies $e_i$ and occupations $f_i$, the density is $\sum_i f_i\psi_i^2$. A common potential describes independent particles, or orbitals in a given local effective potential. Multiplying each force balance by $f_i$ and adding gives

$$\left(\sum_i f_i p_i\right)'=-V'\sum_i f_i\psi_i^2 ,$$

where $p_i$ is the local stress of $\psi_i$.

```lean
/-- Force balance for finitely many orbitals with occupations `f i` and energies `e i` in a
common differentiable potential: the total stress has derivative `-V'` times the density
`∑ f i (ψ i)²`, if every `ψ i` is stationary and twice differentiable. -/
theorem force_balance_orbitals {ι : Type*} [Fintype ι] {V : ℝ → ℝ} {ψ : ι → ℝ → ℝ}
    {e : ι → ℝ} (f : ι → ℝ) (hV : Differentiable ℝ V)
    (hψ : ∀ i, Differentiable ℝ (ψ i)) (hψ' : ∀ i, Differentiable ℝ (deriv (ψ i)))
    (hS : ∀ i, IsStationary V (e i) (ψ i)) (x : ℝ) :
    HasDerivAt (fun y => ∑ i, f i * localStress (ψ i) y)
      (-deriv V x * ∑ i, f i * ψ i x ^ 2) x := by
  refine HasDerivAt.congr_deriv (HasDerivAt.fun_sum fun i _ =>
    (force_balance hV (hψ i) (hψ' i) (hS i) x).const_mul (f i)) ?_
  rw [Finset.mul_sum]
  exact Finset.sum_congr rfl fun i _ => by ring
```

The index type `ι` is finite, and the occupations are arbitrary real numbers. The orbitals need not be orthogonal. The proof differentiates the finite sum term by term and then takes $-V'$ out of it, which is where the common potential is used. If each orbital had its own potential $V_i$, the same steps would give $-\sum_i f_iV_i'\psi_i^2$.

## The orbital has a second derivative, and it is continuous under the integral

The comparison of the two stresses does not need stationarity. If $\psi$ and $\psi'$ are differentiable, then $(\psi^2)'=2\psi\psi'$ and $(\psi^2)''=2\psi'^2+2\psi\psi''$, so

$$g-p=\tfrac12\left(\psi'^2+\psi\psi''\right)=\tfrac14(\psi^2)'' .$$

The difference is signed: $g$ lies below $p$ wherever the density has negative curvature.

```lean
/-- For a twice differentiable `ψ`, the gradient stress exceeds the local stress by a quarter
of the second derivative of the density `ψ²`. -/
theorem gradientStress_sub_localStress {ψ : ℝ → ℝ} (hψ : Differentiable ℝ ψ)
    (hψ' : Differentiable ℝ (deriv ψ)) (x : ℝ) :
    gradientStress ψ x - localStress ψ x = deriv (deriv fun y => ψ y ^ 2) x / 4 := by
  have h : deriv (fun y => ψ y ^ 2) = fun y => 2 * (ψ y * deriv ψ y) := by
    funext y
    have hsq : (fun y => ψ y ^ 2) = fun y => ψ y * ψ y := by
      funext z
      ring
    rw [hsq, ((hψ y).hasDerivAt.fun_mul (hψ y).hasDerivAt).deriv]
    ring
  have h2 : HasDerivAt (fun y => 2 * (ψ y * deriv ψ y))
      (2 * (deriv ψ x * deriv ψ x + ψ x * deriv (deriv ψ) x)) x :=
    ((hψ x).hasDerivAt.fun_mul (hψ' x).hasDerivAt).const_mul 2
  rw [h, h2.deriv]
  unfold gradientStress localStress
  ring
```

In the proof, `h` is the first derivative of $\psi^2$ and `h2` the second. Substituting both leaves an algebraic identity.

Integration turns the difference into a boundary term:

$$\int_a^b g\,dx-\int_a^b p\,dx=\tfrac12\left[\psi(b)\psi'(b)-\psi(a)\psi'(a)\right].$$

```lean
/-- For a twice continuously differentiable `ψ`, the integrals of the two stresses from `a`
to `b` differ by the boundary term `(ψ ψ'(b) - ψ ψ'(a)) / 2`. -/
theorem regional_difference {ψ : ℝ → ℝ} (hψ : Differentiable ℝ ψ)
    (hψ' : Differentiable ℝ (deriv ψ)) (hψ'' : Continuous (deriv (deriv ψ))) (a b : ℝ) :
    (∫ x in a..b, gradientStress ψ x) - ∫ x in a..b, localStress ψ x =
      (ψ b * deriv ψ b - ψ a * deriv ψ a) / 2 := by
  have hg : Continuous (gradientStress ψ) := hψ'.continuous.pow 2
  have hp : Continuous (localStress ψ) :=
    ((hψ'.continuous.pow 2).sub (hψ.continuous.mul hψ'')).div_const 2
  -- `ψ ψ' / 2` is a primitive of the difference
  have hF : ∀ x, HasDerivAt (fun y => ψ y * deriv ψ y / 2)
      (gradientStress ψ x - localStress ψ x) x := fun x =>
    (((hψ x).hasDerivAt.fun_mul (hψ' x).hasDerivAt).div_const 2).congr_deriv (by
      unfold gradientStress localStress
      ring)
  rw [← intervalIntegral.integral_sub (hg.intervalIntegrable a b) (hp.intervalIntegrable a b),
    intervalIntegral.integral_eq_sub_of_hasDerivAt (fun x _ => hF x)
      ((hg.sub hp).intervalIntegrable a b)]
  ring
```

Here `hψ''` adds continuity of $\psi''$, which makes the local stress continuous and hence integrable; the gradient stress is continuous already because $\psi'$ is differentiable. For a stationary orbital in a continuous potential it holds automatically, because $\psi''=2(V-e)\psi$. The statement `hF` says that $\tfrac12\psi\psi'$ is a primitive of $g-p$, and the fundamental theorem gives the result.

A single cusp where $\psi\neq0$ spoils the formula. For $\psi=e^{-|x|}$, with derivatives taken away from the origin, $g=e^{-2|x|}$ and $p=0$. Over $[-r,r]$ with $r>0$ the integrals differ by $1-e^{-2r}$, while the boundary term is $-e^{-2r}$. The missing $1$ comes from the jump of $\psi\psi'$ at the cusp.

## The interval is a period of the orbital

Suppose that $\psi(x+T)=\psi(x)$ for all $x$. Then $\psi'(x+T)=\psi'(x)$ as well, so $\psi\psi'$ has the same value at $a$ and $a+T$, and the boundary term vanishes. The two stresses have equal integrals over the period, wherever it starts.

```lean
/-- Over a full period of a twice continuously differentiable periodic `ψ`, the two stresses
have the same integral. -/
theorem integral_eq_over_period {ψ : ℝ → ℝ} {T : ℝ} (hψ : Differentiable ℝ ψ)
    (hψ' : Differentiable ℝ (deriv ψ)) (hψ'' : Continuous (deriv (deriv ψ)))
    (hT : Function.Periodic ψ T) (a : ℝ) :
    ∫ x in a..(a + T), gradientStress ψ x = ∫ x in a..(a + T), localStress ψ x := by
  have hd : deriv (fun x => ψ (x + T)) a = deriv ψ (a + T) := deriv_comp_add_const ..
  have hshift : (fun x => ψ (x + T)) = ψ := funext hT
  rw [hshift] at hd
  have h := regional_difference hψ hψ' hψ'' a (a + T)
  rw [hT a, ← hd] at h
  linarith
```

The hypothesis `hT` concerns the orbital; a period of the potential need not be a period of $\psi$. The proof obtains equality of the slopes by differentiating the shifted function, which `hshift` identifies with $\psi$. It then inserts equal values and equal slopes into `regional_difference`.

If the interval is not a period, the boundary term can survive, even when $\psi$ takes the same value at both ends. A periodic orbital centred on a potential well shows this.

```lean
/-- The periodic orbital `exp (cos x)`. -/
def wellOrbital (x : ℝ) : ℝ := Real.exp (Real.cos x)

/-- The periodic potential `(sin² x - cos x) / 2`. -/
def wellPotential (x : ℝ) : ℝ := (Real.sin x ^ 2 - Real.cos x) / 2
```

For $\psi=\exp(\cos x)$ one finds $\psi'=-\sin x\,\psi$ and $\psi''=(\sin^2x-\cos x)\psi$. The orbital therefore solves the Schrödinger equation at energy zero in $V=\tfrac12(\sin^2x-\cos x)$, which has a well at the origin.

```lean
/-- The orbital `exp (cos x)` has period `2π` and solves the Schrödinger equation in the
potential `(sin² x - cos x) / 2` at energy zero. -/
theorem wellOrbital_witness :
    IsStationary wellPotential 0 wellOrbital ∧
      Function.Periodic wellOrbital (2 * Real.pi) := by
  have h1 : ∀ x, HasDerivAt wellOrbital (Real.exp (Real.cos x) * -Real.sin x) x :=
    fun x => (Real.hasDerivAt_cos x).exp
  have hd : deriv wellOrbital = fun x => Real.exp (Real.cos x) * -Real.sin x :=
    funext fun x => (h1 x).deriv
  refine ⟨fun x => ?_, fun x => ?_⟩
  · have h2 := (Real.hasDerivAt_cos x).exp.fun_mul (Real.hasDerivAt_sin x).fun_neg
    rw [hd, h2.deriv]
    unfold wellPotential wellOrbital
    ring
  · unfold wellOrbital
    rw [Real.cos_add_two_pi]
```

The first half of the proof computes these two derivatives and inserts them into the equation. The second uses the period $2\pi$ of the cosine.

## The region is smaller than the cell

Let the atomic region be $[-r,r]$ with $0<r<\pi$, so that it contains the bottom of the well but does not fill the cell of length $2\pi$. Since $\psi\psi'=-\sin x\,e^{2\cos x}$, the boundary term gives

$$\int_{-r}^{r}g\,dx-\int_{-r}^{r}p\,dx=-\sin r\;e^{2\cos r}<0 .$$

```lean
/-- For the orbital `exp (cos x)` the two stresses have different integrals over every region
`[-r, r]` with `0 < r < π`: the gradient stress gives the smaller value. -/
theorem wellOrbital_regional_lt {r : ℝ} (h0 : 0 < r) (hr : r < Real.pi) :
    ∫ x in (-r)..r, gradientStress wellOrbital x <
      ∫ x in (-r)..r, localStress wellOrbital x := by
  have h1 : ∀ x, HasDerivAt wellOrbital (Real.exp (Real.cos x) * -Real.sin x) x :=
    fun x => (Real.hasDerivAt_cos x).exp
  have hd : deriv wellOrbital = fun x => Real.exp (Real.cos x) * -Real.sin x :=
    funext fun x => (h1 x).deriv
  have h2 : ∀ x, HasDerivAt (deriv wellOrbital)
      (Real.exp (Real.cos x) * -Real.sin x * -Real.sin x +
        Real.exp (Real.cos x) * -Real.cos x) x := fun x => by
    rw [hd]
    exact (Real.hasDerivAt_cos x).exp.fun_mul (Real.hasDerivAt_sin x).fun_neg
  have hc : Continuous (deriv (deriv wellOrbital)) := by
    rw [funext fun x => (h2 x).deriv]
    fun_prop
  have h := regional_difference (fun x => (h1 x).differentiableAt)
    (fun x => (h2 x).differentiableAt) hc (-r) r
  -- the boundary term is `-sin r * exp (cos r)²`
  simp only [hd, wellOrbital, Real.cos_neg, Real.sin_neg] at h
  have hpos : 0 < Real.sin r * (Real.exp (Real.cos r) * Real.exp (Real.cos r)) :=
    mul_pos (Real.sin_pos_of_pos_of_lt_pi h0 hr)
      (mul_pos (Real.exp_pos _) (Real.exp_pos _))
  change (∫ x in (-r)..r, gradientStress wellOrbital x) -
    (∫ x in (-r)..r, localStress wellOrbital x) = _ at h
  linarith

end

end LocalStressDensity
```

The proof computes $\psi'$ and $\psi''$, checks continuity of $\psi''$, and applies `regional_difference` at $-r$ and $r$. The bounds `h0` and `hr` enter only through `hpos`, where they make $\sin r$ positive. At $r=0$ and at $r=\pi$ the sine vanishes and the two integrals agree; in the second case the region is the whole cell.

The orbital in the code is not normalised. Normalised to one particle per cell, the difference is

$$-\frac{\sin r\;e^{2\cos r}}{\int_0^{2\pi}e^{2\cos x}\,dx},$$

which is about $-0.070$ at $r=\pi/2$ in the units used here.

```lean
#print axioms LocalStressDensity.regional_force
#print axioms LocalStressDensity.force_balance_orbitals
#print axioms LocalStressDensity.integral_eq_over_period
#print axioms LocalStressDensity.wellOrbital_regional_lt
```

```
'LocalStressDensity.regional_force' depends on axioms: [propext, Classical.choice, Quot.sound]
'LocalStressDensity.force_balance_orbitals' depends on axioms: [propext, Classical.choice, Quot.sound]
'LocalStressDensity.integral_eq_over_period' depends on axioms: [propext, Classical.choice, Quot.sound]
'LocalStressDensity.wellOrbital_regional_lt' depends on axioms: [propext, Classical.choice, Quot.sound]
```
